# An overlap bound on the energy difference of two unit states, for a Hermitian operator with bounded energies

## States, energies and energy bounds

Let \(E\) be a complex inner-product space, with \(\langle u,w\rangle\) antilinear in \(u\) and linear in \(w\). Let \(H\) be a linear operator defined on all of \(E\) and Hermitian, \(\langle Hu,w\rangle=\langle u,Hw\rangle\). The energy of a vector \(v\) is \(\mathcal E(v)=\operatorname{Re}\langle v,Hv\rangle\), which for a unit vector is the expectation value of \(H\). Real numbers \(E_0\) and \(E_{\max}\) are energy bounds if
\[ E_0\|v\|^2\le \mathcal E(v)\le E_{\max}\|v\|^2\quad\text{for all } v. \tag{1} \]
Condition (1) stands for a system with a floor and a ceiling on its energy, such as a finite set of spins or a Hamiltonian restricted to a finite basis. It excludes the kinetic energy of a particle in continuous space.

## The overlap inequality

Under (1), in any dimension, all unit vectors \(x,y\) satisfy
\[ |\mathcal E(x)-\mathcal E(y)|\le (E_{\max}-E_0)\sqrt{1-|\langle x,y\rangle|^2}. \tag{2} \]
Neither state need be an eigenvector. If one of them is, for instance the ground state, (2) is pessimistic: \(H\) does not couple an eigenvector to its orthogonal complement, and the square root can be replaced by \(1-|\langle x,y\rangle|^2\), which is never larger. That special case is not among the Lean theorems. In finite dimension (1) holds whenever all eigenvalues lie in \([E_0,E_{\max}]\), in particular for the extreme eigenvalues. In a finite-basis or qubit simulation, (2) turns the fidelity \(|\langle x,y\rangle|^2\) of two pure states into a limit on their energy difference, at the price of the full spectral width.

**Superpositions.** Hermiticity gives \(\langle w,Hu\rangle=\overline{\langle u,Hw\rangle}\), so the two have the same real part. For real \(p,t\), and then with the identity in place of \(H\),
\[ \mathcal E(pu+tw)=p^2\mathcal E(u)+t^2\mathcal E(w)+2pt\operatorname{Re}\langle u,Hw\rangle, \tag{3} \]
\[ \|pu+tw\|^2=p^2\|u\|^2+t^2\|w\|^2+2pt\operatorname{Re}\langle u,w\rangle. \tag{4} \]

**The coupling.** Suppose \(\operatorname{Re}\langle u,w\rangle=0\), write \(a=\|u\|\), \(b=\|w\|\), and set \(v_\pm=bu\pm aw\). By (4), \(\|v_\pm\|^2=2a^2b^2\); for nonzero \(u,w\) the normalised states are \((u/a\pm w/b)/\sqrt2\). By (3), \(\mathcal E(v_+)-\mathcal E(v_-)=4ab\operatorname{Re}\langle u,Hw\rangle\). Both energies lie between \(2a^2b^2E_0\) and \(2a^2b^2E_{\max}\), so their difference is at most \(2a^2b^2(E_{\max}-E_0)\) in modulus. Division by \(4ab\) gives
\[ |\operatorname{Re}\langle u,Hw\rangle|\le \tfrac12(E_{\max}-E_0)\,\|u\|\|w\|, \tag{5} \]
and both sides vanish if \(u\) or \(w\) is zero.

**Sum and difference.** Take \(u=x+y\), \(w=x-y\). Then
\[ \operatorname{Re}\langle u,Hw\rangle=\mathcal E(x)-\operatorname{Re}\langle x,Hy\rangle+\operatorname{Re}\langle y,Hx\rangle-\mathcal E(y)=\mathcal E(x)-\mathcal E(y). \]
With the identity operator this reads \(\operatorname{Re}\langle u,w\rangle=1-1=0\), so (5) applies. With \(r=\operatorname{Re}\langle x,y\rangle\) one has \(\|u\|^2\|w\|^2=(2+2r)(2-2r)=4(1-r^2)\), hence
\[ |\mathcal E(x)-\mathcal E(y)|\le (E_{\max}-E_0)\sqrt{1-r^2}. \tag{6} \]

**The phase.** Let \(s=\langle x,y\rangle\) and \(c=\bar s/|s|\), or \(c=1\) if \(s=0\). Then \(|c|=1\), \(\mathcal E(cy)=|c|^2\mathcal E(y)=\mathcal E(y)\) and \(\langle x,cy\rangle=cs=|s|\). Inequality (6) for the pair \(x,cy\) is (2).

**Eigenvalues.** In finite dimension take an orthonormal basis \(b_i\) with \(Hb_i=e_ib_i\). Then \(\mathcal E(v)=\sum_i e_i|\langle b_i,v\rangle|^2\) and \(\|v\|^2=\sum_i|\langle b_i,v\rangle|^2\), and \(E_0\le e_i\le E_{\max}\) term by term gives (1).

**Equality.** Let \(\varphi_0,\varphi_1\) be orthonormal eigenvectors at \(E_0\le E_{\max}\), and let \(p^2+t^2=1\). The vectors \(x=p\varphi_0+t\varphi_1\) and \(y=t\varphi_0+p\varphi_1\) are unit with overlap \(2pt\). Their energies \(p^2E_0+t^2E_{\max}\) and \(t^2E_0+p^2E_{\max}\) differ by \((E_{\max}-E_0)(t^2-p^2)\), while \(1-4p^2t^2=(p^2+t^2)^2-4p^2t^2=(t^2-p^2)^2\). Both sides of (2) equal \((E_{\max}-E_0)|t^2-p^2|\).

## Energies and superpositions in Lean

The type `E` is the state space; neither completeness nor finite dimension is assumed at this point. Mathlib's inner product is antilinear in the first slot, as above.

```lean
import Mathlib

open scoped InnerProductSpace
open ComplexConjugate

namespace EnergyOverlapBound

noncomputable section

variable {E : Type*} [NormedAddCommGroup E] [InnerProductSpace ℂ E]
```

The Hamiltonian has type `E →ₗ[ℂ] E`, so it has no restricted domain. The function `energy` is \(\mathcal E\), with no division by the norm.

```lean
/-- The energy `Re ⟪v, H v⟫` of the state `v`. -/
def energy (H : E →ₗ[ℂ] E) (v : E) : ℝ := (⟪v, H v⟫_ℂ).re
```

`FormBounds` is (1). The bounds need not be attained.

```lean
/-- Every state `v` has energy between `E0 ‖v‖²` and `Emax ‖v‖²`. -/
def FormBounds (H : E →ₗ[ℂ] E) (E0 Emax : ℝ) : Prop :=
  ∀ v, E0 * ‖v‖ ^ 2 ≤ energy H v ∧ energy H v ≤ Emax * ‖v‖ ^ 2
```

`mix p t u w` is \(pu+tw\), and `proj φ` is the operator \(|\varphi\rangle\langle\varphi|\) for a vector \(\varphi\).

```lean
/-- The superposition `p u + t w` with real amplitudes. -/
def mix (p t : ℝ) (u w : E) : E := (p : ℂ) • u + (t : ℂ) • w

/-- The operator `v ↦ ⟪φ, v⟫ φ`. -/
def proj (φ : E) : E →ₗ[ℂ] E := (innerₛₗ ℂ φ).smulRight φ
```

Hermiticity is `H.IsSymmetric`. The first lemma moves \(H\) across the inner product and conjugates.

```lean
/-- For Hermitian `H` the elements `⟪w, H u⟫` and `⟪u, H w⟫` have the same real part. -/
theorem re_inner_symm {H : E →ₗ[ℂ] E} (hH : H.IsSymmetric) (u w : E) :
    (⟪w, H u⟫_ℂ).re = (⟪u, H w⟫_ℂ).re := by
  rw [← hH w u, ← inner_conj_symm (H w) u, Complex.conj_re]
```

`energy_mix` is (3): `simp only` distributes the inner product, `h` merges the two cross terms, and `ring` collects them. `norm_mix` is (4), obtained by putting `LinearMap.id` for \(H\).

```lean
/-- Energy of a real superposition: two diagonal terms and a cross term. -/
theorem energy_mix {H : E →ₗ[ℂ] E} (hH : H.IsSymmetric) (p t : ℝ) (u w : E) :
    energy H (mix p t u w)
      = p ^ 2 * energy H u + t ^ 2 * energy H w + 2 * p * t * (⟪u, H w⟫_ℂ).re := by
  have h := re_inner_symm hH u w
  simp only [energy, mix, map_add, map_smul, inner_add_left, inner_add_right, inner_smul_left,
    inner_smul_right, Complex.conj_ofReal, Complex.add_re, mul_add, Complex.re_ofReal_mul, h]
  ring

/-- Squared norm of a real superposition. -/
theorem norm_mix (p t : ℝ) (u w : E) :
    ‖mix p t u w‖ ^ 2 = p ^ 2 * ‖u‖ ^ 2 + t ^ 2 * ‖w‖ ^ 2 + 2 * p * t * (⟪u, w⟫_ℂ).re := by
  have hid : ∀ v : E, energy LinearMap.id v = ‖v‖ ^ 2 :=
    fun v => inner_self_eq_norm_sq (𝕜 := ℂ) v
  have h := energy_mix (H := LinearMap.id) (fun _ _ => rfl) p t u w
  simp only [hid, LinearMap.id_apply] at h
  exact h
```

## The coupling bound and division by \(\|u\|\|w\|\)

The facts `h1` and `h2` are (1) for \(v_+\) and \(v_-\), rewritten with (3), (4) and `huw`.

```lean
/-- For Hermitian `H` with energy bounds `E0` and `Emax`, if `Re ⟪u, w⟫ = 0` then `|Re ⟪u, H w⟫| ≤
(Emax - E0)/2 · ‖u‖ ‖w‖`. -/
theorem abs_re_coupling_le {H : E →ₗ[ℂ] E} (hH : H.IsSymmetric) {E0 Emax : ℝ}
    (hb : FormBounds H E0 Emax) {u w : E} (huw : (⟪u, w⟫_ℂ).re = 0) :
    |(⟪u, H w⟫_ℂ).re| ≤ (Emax - E0) / 2 * (‖u‖ * ‖w‖) := by
  by_cases hu : u = 0
  · simp [hu]
  by_cases hw : w = 0
  · simp [hw]
  have hab : 0 < ‖u‖ * ‖w‖ := mul_pos (norm_pos_iff.2 hu) (norm_pos_iff.2 hw)
  -- the two states `‖w‖ u ± ‖u‖ w` have the same norm
  have h1 := hb (mix ‖w‖ ‖u‖ u w)
  have h2 := hb (mix ‖w‖ (-‖u‖) u w)
  rw [energy_mix hH, norm_mix, huw] at h1 h2
  rw [abs_le]
  constructor
  · apply le_of_mul_le_mul_left _ hab
    nlinarith [h1.1, h2.2]
  · apply le_of_mul_le_mul_left _ hab
    nlinarith [h1.2, h2.1]
```

The proof turns on how the division is avoided. The lemma `le_of_mul_le_mul_left` cancels a positive left factor from an inequality; applied backwards with `hab`, it multiplies both sides of the goal by \(ab\). With \(R=\operatorname{Re}\langle u,Hw\rangle\), the first goal becomes \(-\tfrac12(E_{\max}-E_0)a^2b^2\le abR\). Adding `h1.1` and `h2.2` cancels \(b^2\mathcal E(u)+a^2\mathcal E(w)\) and leaves \(-2(E_{\max}-E_0)a^2b^2\le 4abR\), four times the goal. Once products are expanded, the goal is therefore a linear consequence of the two hints given to `nlinarith`, with monomials such as \(abR\) as unknowns. The second goal follows likewise from `h1.2` and `h2.1`. The two `by_cases` secure \(ab>0\).

## From the real overlap to its modulus

The next theorem is (6). The identity `hd` is stated for any symmetric `A`, so that it yields both the energy difference and, for the identity operator, `horth`. Since `hs` writes \(1-r^2\) as the square of \(\|x+y\|\|x-y\|/2\), `Real.sqrt_sq` removes the root.

```lean
/-- The energies of unit states `x`, `y` differ by at most `(Emax - E0) √(1 - (Re ⟪x, y⟫)²)`, for
Hermitian `H` with energy bounds `E0` and `Emax`. -/
theorem energy_diff_le_re_overlap {H : E →ₗ[ℂ] E} (hH : H.IsSymmetric) {E0 Emax : ℝ}
    (hb : FormBounds H E0 Emax) {x y : E} (hx : ‖x‖ = 1) (hy : ‖y‖ = 1) :
    |energy H x - energy H y| ≤ (Emax - E0) * √(1 - (⟪x, y⟫_ℂ).re ^ 2) := by
  -- an energy difference is a coupling between `x + y` and `x - y`
  have hd : ∀ A : E →ₗ[ℂ] E, A.IsSymmetric →
      (⟪x + y, A (x - y)⟫_ℂ).re = energy A x - energy A y := by
    intro A hA
    have h := re_inner_symm hA x y
    simp only [energy, map_sub, inner_add_left, inner_sub_right, Complex.add_re,
      Complex.sub_re, h]
    ring
  have hid : ∀ v : E, energy LinearMap.id v = ‖v‖ ^ 2 :=
    fun v => inner_self_eq_norm_sq (𝕜 := ℂ) v
  have horth : (⟪x + y, x - y⟫_ℂ).re = 0 := by
    have h := hd LinearMap.id (fun _ _ => rfl)
    rw [hid, hid, hx, hy, sub_self] at h
    exact h
  have hu : ‖x + y‖ ^ 2 = ‖x‖ ^ 2 + 2 * (⟪x, y⟫_ℂ).re + ‖y‖ ^ 2 := norm_add_sq (𝕜 := ℂ) x y
  have hw : ‖x - y‖ ^ 2 = ‖x‖ ^ 2 - 2 * (⟪x, y⟫_ℂ).re + ‖y‖ ^ 2 := norm_sub_sq (𝕜 := ℂ) x y
  have hs : 1 - (⟪x, y⟫_ℂ).re ^ 2 = (‖x + y‖ * ‖x - y‖ / 2) ^ 2 := by
    rw [div_pow, mul_pow, hu, hw, hx, hy]
    ring
  rw [hs, Real.sqrt_sq (by positivity), ← hd H hH]
  calc _ ≤ (Emax - E0) / 2 * (‖x + y‖ * ‖x - y‖) := abs_re_coupling_le hH hb horth
    _ = _ := by ring
```

`energy_diff_le_overlap` is (2) under `hH`, `hb`, and the normalisations `hx`, `hy`; the norm `‖⟪x, y⟫_ℂ‖` is the complex modulus. The order \(E_0\le E_{\max}\) is not a hypothesis, since (1) at a unit vector already implies it. In the proof, `hphase` supplies \(c\) and `he` is \(\mathcal E(cy)=\mathcal E(y)\). The statement concerns pure states only, and in dimension one both sides are zero.

```lean
/-- The energies of unit states `x`, `y` differ by at most `(Emax - E0) √(1 - |⟪x, y⟫|²)`,
for Hermitian `H` with energies bounded by `E0` and `Emax`, in any dimension. -/
theorem energy_diff_le_overlap {H : E →ₗ[ℂ] E} (hH : H.IsSymmetric) {E0 Emax : ℝ}
    (hb : FormBounds H E0 Emax) {x y : E} (hx : ‖x‖ = 1) (hy : ‖y‖ = 1) :
    |energy H x - energy H y| ≤ (Emax - E0) * √(1 - ‖⟪x, y⟫_ℂ‖ ^ 2) := by
  -- a phase that makes the overlap real and nonnegative
  have hphase : ∀ s : ℂ, ∃ c : ℂ, ‖c‖ = 1 ∧ c * s = (‖s‖ : ℂ) := by
    intro s
    by_cases hs : s = 0
    · exact ⟨1, by simp, by simp [hs]⟩
    · have hn : (‖s‖ : ℂ) ≠ 0 := by simpa using hs
      refine ⟨conj s / (‖s‖ : ℂ), by simp [hs], ?_⟩
      rw [div_mul_eq_mul_div, div_eq_iff hn, mul_comm (conj s), Complex.mul_conj,
        Complex.normSq_eq_norm_sq]
      push_cast
      ring
  obtain ⟨c, hc, hcs⟩ := hphase ⟪x, y⟫_ℂ
  have he : energy H (c • y) = energy H y := by
    unfold energy
    rw [map_smul, inner_smul_left, inner_smul_right, ← mul_assoc, mul_comm (conj c) c,
      Complex.mul_conj, Complex.normSq_eq_norm_sq, hc]
    simp
  have h := energy_diff_le_re_overlap hH hb hx (y := c • y) (by rw [norm_smul, hc, hy, one_mul])
  rwa [he, inner_smul_right, hcs, Complex.ofReal_re] at h
```

## Eigenvalue bounds in finite dimension

The hypothesis `hev` places every real eigenvalue in \([E_0,E_{\max}]\). Mathlib's spectral theorem provides `hH.eigenvectorBasis` and `hH.eigenvalues`, named `b` and `e`. The expansion `key` holds for any symmetric operator diagonal in `b`; it serves for \(H\) and, in `hn`, for the norm. `Finset.sum_le_sum` makes the termwise comparison.

```lean
/-- In finite dimension, if all eigenvalues of Hermitian `H` lie in `[E0, Emax]`, every state
has energy between `E0 ‖v‖²` and `Emax ‖v‖²`. -/
theorem formBounds_of_eigenvalues [FiniteDimensional ℂ E] {H : E →ₗ[ℂ] E} (hH : H.IsSymmetric)
    {E0 Emax : ℝ} (hev : ∀ μ : ℝ, Module.End.HasEigenvalue H (μ : ℂ) → E0 ≤ μ ∧ μ ≤ Emax) :
    FormBounds H E0 Emax := by
  obtain ⟨b, e, hbe, he⟩ : ∃ (b : OrthonormalBasis (Fin (Module.finrank ℂ E)) ℂ E)
      (e : Fin (Module.finrank ℂ E) → ℝ),
      (∀ i, H (b i) = (e i : ℂ) • b i) ∧ ∀ i, E0 ≤ e i ∧ e i ≤ Emax :=
    ⟨hH.eigenvectorBasis rfl, hH.eigenvalues rfl, hH.apply_eigenvectorBasis rfl,
      fun i => hev _ (hH.hasEigenvalue_eigenvalues rfl i)⟩
  intro v
  -- expansion in the eigenbasis
  have key : ∀ (A : E →ₗ[ℂ] E) (f : Fin (Module.finrank ℂ E) → ℝ), A.IsSymmetric →
      (∀ i, A (b i) = (f i : ℂ) • b i) → energy A v = ∑ i, f i * ‖⟪b i, v⟫_ℂ‖ ^ 2 := by
    intro A f hA hf
    unfold energy
    rw [← b.sum_inner_mul_inner v (A v), Complex.re_sum]
    refine Finset.sum_congr rfl fun i _ => ?_
    rw [← hA (b i) v, hf i, inner_smul_left, Complex.conj_ofReal, ← inner_conj_symm v (b i),
      mul_left_comm, Complex.re_ofReal_mul, mul_comm (conj ⟪b i, v⟫_ℂ), Complex.mul_conj,
      Complex.normSq_eq_norm_sq, Complex.ofReal_re]
  have hn : ‖v‖ ^ 2 = ∑ i, 1 * ‖⟪b i, v⟫_ℂ‖ ^ 2 :=
    (inner_self_eq_norm_sq (𝕜 := ℂ) v).symm.trans
      (key LinearMap.id (fun _ => 1) (fun _ _ => rfl) (fun i => by simp))
  rw [key H e hH hbe, hn, Finset.mul_sum, Finset.mul_sum]
  constructor
  · refine Finset.sum_le_sum fun i _ => ?_
    rw [one_mul]
    exact mul_le_mul_of_nonneg_right (he i).1 (sq_nonneg _)
  · refine Finset.sum_le_sum fun i _ => ?_
    rw [one_mul]
    exact mul_le_mul_of_nonneg_right (he i).2 (sq_nonneg _)
```

Composing the last two results gives (2) from eigenvalue bounds. The passage from a spectrum to (1) is proved in finite dimension only; in infinite dimension (1) is assumed.

```lean
/-- For Hermitian `H` in finite dimension with all eigenvalues in `[E0, Emax]`, the energies of
any unit states `x`, `y` differ by at most `(Emax - E0) √(1 - |⟪x, y⟫|²)`. -/
theorem energy_diff_le_overlap_of_eigenvalues [FiniteDimensional ℂ E] {H : E →ₗ[ℂ] E}
    (hH : H.IsSymmetric) {E0 Emax : ℝ}
    (hev : ∀ μ : ℝ, Module.End.HasEigenvalue H (μ : ℂ) → E0 ≤ μ ∧ μ ≤ Emax)
    {x y : E} (hx : ‖x‖ = 1) (hy : ‖y‖ = 1) :
    |energy H x - energy H y| ≤ (Emax - E0) * √(1 - ‖⟪x, y⟫_ℂ‖ ^ 2) :=
  energy_diff_le_overlap hH (formBounds_of_eigenvalues hH hev) hx hy
```

Without `hH` this version fails. On \(\mathbb C^2\) take \(H=\begin{pmatrix}0&1\\0&0\end{pmatrix}\), whose only eigenvalue is \(0\), with \(E_0=E_{\max}=0\). The right side of (2) is zero, but \(x=(1,1)/\sqrt2\) has energy \(\tfrac12\) and \(y=(1,0)\) has energy \(0\). The step that breaks is (1), because \(H\) has no orthonormal eigenbasis, on which the expansion of \(\mathcal E(v)\) and \(\|v\|^2\) rests. This example is ordinary arithmetic and is not among the Lean theorems.

## Equality and the projector

`energy_diff_sharp` concludes that both superpositions are unit, that their overlap is \(2pt\), and that (2) is an equality. It does not assume `FormBounds`; when \(E_0\) and \(E_{\max}\) are also energy bounds, it shows that the factor \(E_{\max}-E_0\) is attained. Two orthonormal vectors require dimension at least two. The facts `e0`, `e1`, `ec` give the two energies and the vanishing cross term, and `hs` is \(1-4p^2t^2=(t^2-p^2)^2\).

```lean
/-- For orthonormal eigenvectors `φ₀`, `φ₁` at `E0 ≤ Emax` and `p² + t² = 1`, the states `p φ₀ + t
φ₁` and `t φ₀ + p φ₁` are unit, have overlap `2 p t`, and for Hermitian `H` the modulus of their
energy difference equals `(Emax - E0) √(1 - |overlap|²)`. -/
theorem energy_diff_sharp {H : E →ₗ[ℂ] E} (hH : H.IsSymmetric) {E0 Emax p t : ℝ}
    (hle : E0 ≤ Emax) {φ₀ φ₁ : E} (n0 : ‖φ₀‖ = 1) (n1 : ‖φ₁‖ = 1) (ho : ⟪φ₀, φ₁⟫_ℂ = 0)
    (h0 : H φ₀ = (E0 : ℂ) • φ₀) (h1 : H φ₁ = (Emax : ℂ) • φ₁) (hpt : p ^ 2 + t ^ 2 = 1) :
    ‖mix p t φ₀ φ₁‖ = 1 ∧ ‖mix t p φ₀ φ₁‖ = 1 ∧
      ⟪mix p t φ₀ φ₁, mix t p φ₀ φ₁⟫_ℂ = ((2 * p * t : ℝ) : ℂ) ∧
      |energy H (mix p t φ₀ φ₁) - energy H (mix t p φ₀ φ₁)|
        = (Emax - E0) * √(1 - ‖⟪mix p t φ₀ φ₁, mix t p φ₀ φ₁⟫_ℂ‖ ^ 2) := by
  have i0 : ⟪φ₀, φ₀⟫_ℂ = 1 := by rw [inner_self_eq_norm_sq_to_K, n0]; simp
  have i1 : ⟪φ₁, φ₁⟫_ℂ = 1 := by rw [inner_self_eq_norm_sq_to_K, n1]; simp
  have ho' : ⟪φ₁, φ₀⟫_ℂ = 0 := inner_eq_zero_symm.1 ho
  have e0 : energy H φ₀ = E0 := by
    unfold energy; rw [h0, inner_smul_right, i0]; simp
  have e1 : energy H φ₁ = Emax := by
    unfold energy; rw [h1, inner_smul_right, i1]; simp
  have ec : (⟪φ₀, H φ₁⟫_ℂ).re = 0 := by rw [h1, inner_smul_right, ho]; simp
  have hov : ⟪mix p t φ₀ φ₁, mix t p φ₀ φ₁⟫_ℂ = ((2 * p * t : ℝ) : ℂ) := by
    simp only [mix, inner_add_left, inner_add_right, inner_smul_left, inner_smul_right,
      Complex.conj_ofReal, ho, ho', i0, i1]
    push_cast
    ring
  have hs : 1 - (2 * p * t) ^ 2 = (t ^ 2 - p ^ 2) ^ 2 := by
    linear_combination (-(p ^ 2 + t ^ 2 + 1)) * hpt
  refine ⟨(sq_eq_sq₀ (norm_nonneg _) zero_le_one).1 ?_,
    (sq_eq_sq₀ (norm_nonneg _) zero_le_one).1 ?_, hov, ?_⟩
  · rw [norm_mix, n0, n1, ho, Complex.zero_re]
    linear_combination hpt
  · rw [norm_mix, n0, n1, ho, Complex.zero_re]
    linear_combination hpt
  · rw [hov, energy_mix hH, energy_mix hH, e0, e1, ec, Complex.norm_real, Real.norm_eq_abs,
      sq_abs, hs, Real.sqrt_sq_eq_abs]
    calc _ = |(Emax - E0) * (t ^ 2 - p ^ 2)| := by congr 1; ring
      _ = _ := by rw [abs_mul, abs_of_nonneg (sub_nonneg.2 hle)]
```

The projector on a unit vector \(\varphi\) is a concrete operator with bounds \(0\) and \(1\): its energy is \(|\langle\varphi,v\rangle|^2\), which the Cauchy–Schwarz inequality `hcs` bounds by \(\|v\|^2\). It fixes \(\varphi\) and annihilates every \(\psi\) orthogonal to \(\varphi\), so a unit \(\psi\) of that kind and \(\varphi\) can play the parts of \(\varphi_0\) and \(\varphi_1\).

```lean
/-- The projector on a unit state `φ` is Hermitian, has energy bounds `0` and `1`, fixes `φ`
and annihilates the states orthogonal to `φ`. -/
theorem formBounds_witness {φ : E} (hφ : ‖φ‖ = 1) :
    (proj φ).IsSymmetric ∧ FormBounds (proj φ) 0 1 ∧ proj φ φ = φ ∧
      ∀ ψ, ⟪φ, ψ⟫_ℂ = 0 → proj φ ψ = 0 := by
  have happ : ∀ v, proj φ v = ⟪φ, v⟫_ℂ • φ := fun v => rfl
  refine ⟨fun a b => ?_, fun v => ?_, ?_, fun ψ h => ?_⟩
  · show ⟪proj φ a, b⟫_ℂ = ⟪a, proj φ b⟫_ℂ
    rw [happ, happ, inner_smul_left, inner_smul_right, inner_conj_symm, mul_comm]
  · have he : energy (proj φ) v = ‖⟪φ, v⟫_ℂ‖ ^ 2 := by
      unfold energy
      rw [happ, inner_smul_right, ← inner_conj_symm v φ, Complex.mul_conj,
        Complex.normSq_eq_norm_sq, Complex.ofReal_re]
    have hcs : ‖⟪φ, v⟫_ℂ‖ ≤ ‖φ‖ * ‖v‖ := norm_inner_le_norm φ v
    rw [hφ, one_mul] at hcs
    rw [he, zero_mul, one_mul]
    exact ⟨sq_nonneg _, pow_le_pow_left₀ (norm_nonneg _) hcs 2⟩
  · rw [happ, inner_self_eq_norm_sq_to_K, hφ]; simp
  · rw [happ, h, zero_smul]

end

end EnergyOverlapBound
```

```lean
#print axioms EnergyOverlapBound.energy_diff_le_overlap
#print axioms EnergyOverlapBound.energy_diff_le_overlap_of_eigenvalues
#print axioms EnergyOverlapBound.energy_diff_sharp
```

```
'EnergyOverlapBound.energy_diff_le_overlap' depends on axioms: [propext, Classical.choice, Quot.sound]
'EnergyOverlapBound.energy_diff_le_overlap_of_eigenvalues' depends on axioms: [propext, Classical.choice, Quot.sound]
'EnergyOverlapBound.energy_diff_sharp' depends on axioms: [propext, Classical.choice, Quot.sound]
```
